# The slope of Potthoff's self-energy functional as a trace over the difference between reference and lattice propagators

The theorem `potthoff_hasDerivAt` concerns a finite, real-matrix model of Potthoff's functional, F(x) + log |det(A − S(x))|, along a curve S of trial self-energies, where A is a fixed matrix and A − S(x) is the inverse lattice propagator. It assumes that S has entrywise derivative S′ at x, that A − S(x) is invertible there, and that the universal part F has slope tr(G_ref S′), with G_ref the reference propagator. The conclusion is that the functional has slope tr((G_ref − (A − S(x))⁻¹) S′) at x. The proof adds the derivative of F to that of the log-determinant, which an earlier lemma obtains from Jacobi's formula, and then has to show that the resulting sum equals the stated trace.

The failing Lean file:

```lean
import Mathlib

open Matrix

namespace PotthoffFunctional

noncomputable section

variable {n : Type*} [Fintype n] [DecidableEq n]

/-- The matrix curve `M` has derivative `M'` at `x`, entry by entry. -/
def EntryDeriv (M : ℝ → Matrix n n ℝ) (M' : Matrix n n ℝ) (x : ℝ) : Prop :=
  ∀ i j, HasDerivAt (fun t => M t i j) (M' i j) x

/-- The logarithm of the absolute value of the determinant. -/
def logDet (M : Matrix n n ℝ) : ℝ := Real.log |M.det|

/-- Potthoff's functional along a curve `S` of trial self-energies: the universal part `F` plus
the log-determinant of the inverse lattice propagator `A - S`. -/
def potthoff (F : ℝ → ℝ) (A : Matrix n n ℝ) (S : ℝ → Matrix n n ℝ) (x : ℝ) : ℝ :=
  F x + logDet (A - S x)

/-- Jacobi's formula: the derivative of a determinant is the trace of the adjugate times the
derivative of the matrix. -/
theorem hasDerivAt_det {M : ℝ → Matrix n n ℝ} {M' : Matrix n n ℝ} {x : ℝ}
    (h : EntryDeriv M M' x) :
    HasDerivAt (fun t => (M t).det) (trace (adjugate (M x) * M')) x := by
  -- differentiate the Leibniz expansion term by term
  have key : HasDerivAt
      (fun t => ∑ σ : Equiv.Perm n, ((Equiv.Perm.sign σ : ℤ) : ℝ) * ∏ i, M t (σ i) i)
      (∑ σ : Equiv.Perm n, ((Equiv.Perm.sign σ : ℤ) : ℝ) *
        ∑ i, (∏ j ∈ Finset.univ.erase i, M x (σ j) j) * M' (σ i) i) x := by
    refine HasDerivAt.fun_sum fun σ _ => HasDerivAt.const_mul _ ?_
    have hp := HasDerivAt.fun_finsetProd (u := Finset.univ) (fun i _ => h (σ i) i)
    simpa only [smul_eq_mul] using hp
  -- Cramer's rule: each diagonal entry is a determinant with one column replaced
  have hcol : ∀ i, (adjugate (M x) * M') i i = ∑ σ : Equiv.Perm n,
      ((Equiv.Perm.sign σ : ℤ) : ℝ) *
        ((∏ j ∈ Finset.univ.erase i, M x (σ j) j) * M' (σ i) i) := by
    intro i
    have h1 : (adjugate (M x) * M') i i = ((M x).updateCol i (fun k => M' k i)).det := by
      rw [← Matrix.cramer_apply, Matrix.cramer_eq_adjugate_mulVec]
      rfl
    rw [h1, Matrix.det_apply']
    refine Finset.sum_congr rfl fun σ _ => ?_
    have h2 : ∏ j ∈ Finset.univ.erase i, (M x).updateCol i (fun k => M' k i) (σ j) j
        = ∏ j ∈ Finset.univ.erase i, M x (σ j) j :=
      Finset.prod_congr rfl fun j hj => by
        rw [Matrix.updateCol_ne (Finset.ne_of_mem_erase hj)]
    rw [← Finset.prod_erase_mul _ _ (Finset.mem_univ i), h2, Matrix.updateCol_self]
  simp only [Matrix.det_apply']
  refine key.congr_deriv ?_
  simp only [Matrix.trace, Matrix.diag_apply, hcol, Finset.mul_sum]
  exact Finset.sum_comm

/-- For an invertible matrix, the log-determinant has derivative `tr (M⁻¹ M')`. -/
theorem hasDerivAt_logDet {M : ℝ → Matrix n n ℝ} {M' : Matrix n n ℝ} {x : ℝ}
    (h : EntryDeriv M M' x) (hdet : (M x).det ≠ 0) :
    HasDerivAt (fun t => logDet (M t)) (trace ((M x)⁻¹ * M')) x := by
  simp only [logDet, Real.log_abs]
  refine ((hasDerivAt_det h).log hdet).congr_deriv ?_
  rw [Matrix.inv_def, Ring.inverse_eq_inv', Matrix.smul_mul, Matrix.trace_smul, smul_eq_mul,
    div_eq_inv_mul]

/-- The slope of Potthoff's functional is the trace of the difference between reference and
lattice propagators times the change of the self-energy. -/
theorem potthoff_hasDerivAt {F : ℝ → ℝ} {A Gref S' : Matrix n n ℝ} {S : ℝ → Matrix n n ℝ}
    {x : ℝ} (hS : EntryDeriv S S' x) (hdet : (A - S x).det ≠ 0)
    (hF : HasDerivAt F (trace (Gref * S')) x) :
    HasDerivAt (potthoff F A S) (trace ((Gref - (A - S x)⁻¹) * S')) x := by
  have hM : EntryDeriv (fun t => A - S t) (-S') x := fun i j => (hS i j).const_sub (A i j)
  refine (hF.fun_add (hasDerivAt_logDet hM hdet)).congr_deriv ?_
  rw [Matrix.mul_neg, Matrix.trace_neg, Matrix.sub_mul, Matrix.trace_sub, sub_eq_add_neg]

end

end PotthoffFunctional
```

The error:

```
Main.lean:70:73: error: unsolved goals
n : Type u_1
inst✝¹ : Fintype n
inst✝ : DecidableEq n
F : ℝ → ℝ
A Gref S' : Matrix n n ℝ
S : ℝ → Matrix n n ℝ
x : ℝ
hS : EntryDeriv S S' x
hdet : (A - S x).det ≠ 0
hF : HasDerivAt F (Gref * S').trace x
hM : EntryDeriv (fun t => A - S t) (-S') x
⊢ (Gref * S').trace + -((A + -S x)⁻¹ * S').trace = (Gref * S').trace - ((A + -S x)⁻¹ * S').trace
```

Lean accepts the file once it reads:

```diff
@@ -71,5 +71,6 @@
   have hM : EntryDeriv (fun t => A - S t) (-S') x := fun i j => (hS i j).const_sub (A i j)
   refine (hF.fun_add (hasDerivAt_logDet hM hdet)).congr_deriv ?_
-  rw [Matrix.mul_neg, Matrix.trace_neg, Matrix.sub_mul, Matrix.trace_sub, sub_eq_add_neg]
+  rw [Matrix.mul_neg, Matrix.trace_neg, Matrix.sub_mul, Matrix.trace_sub]
+  ring
 
 end
```

The error reports a goal left open at the end of the proof. The calculus has gone through, and what remains is an identity between real numbers, of the form a + −b = a − b.

The last rewrite, `sub_eq_add_neg`, was meant to turn the subtraction of traces on the right into the addition of a negative. Given without arguments, it fits any subtraction, and `rw` settles on one match and rewrites only the instances of that one. Here it chose the matrix difference `A - S x` inside the inverse, which is why the message shows `A + -S x` on both sides. The outer subtraction was left as it was, and the `rfl` that `rw` tries at the end did not close the goal.

The repair drops `sub_eq_add_neg` and finishes with `ring`, which treats the two traces as plain real quantities and proves a + −b = a − b.
